# Ultrasoft forces without orbital response, for normalised self-consistent orbitals on a finite grid

In Born-Oppenheimer molecular dynamics with ultrasoft pseudopotentials, an atom's projectors and augmentation charges move with it. The orbitals readjust, and even the overlap that normalises them changes. Does the force require the derivative of the orbitals? In this finite, real-orbital model with fixed occupations it does not: the solution at one geometry suffices, together with the derivatives of the projectors and augmentation charges.

## The energy and its moving parts

Let $R$ be one nuclear coordinate, $g$ a grid point (type `G`) and $i$ an orbital (type `I`) with fixed occupation $f_i$. The columns of $B(R)$ are projectors, indexed by `P`, and $b_i=B^Tc_i$ are the projections of orbital $c_i$. The symmetric matrices $Q_g(R)$ place augmentation charge at $g$, with $Q=\sum_g Q_g$. Then

$$n_g=\sum_i f_i\big(c_{i,g}^2+\langle b_i,Q_gb_i\rangle\big),\qquad S=1+BQB^T,$$
$$E=\sum_i f_i\big(\langle c_i,Tc_i\rangle+\langle b_i,D_0b_i\rangle\big)+F(n).$$

With a potential $v$, set $D=D_0+\sum_g v_gQ_g$ and $H=T+\mathrm{diag}\,v+BDB^T$.

In Lean 4 with Mathlib:

```lean
import Mathlib

open Matrix

namespace UltrasoftForce

noncomputable section

variable {G P I : Type*} [Fintype G] [DecidableEq G] [Fintype P] [Fintype I]

/-- The projections `b = Bᵀ c` of an orbital on the localised projectors. -/
def proj (B : Matrix G P ℝ) (c : G → ℝ) : P → ℝ := Bᵀ *ᵥ c

/-- The ultrasoft overlap `S = 1 + B (∑ Q_g) Bᵀ`. -/
def overlap (B : Matrix G P ℝ) (Q : G → Matrix P P ℝ) : Matrix G G ℝ :=
  1 + B * (∑ g, Q g) * Bᵀ

/-- The density on the grid: smooth part plus augmentation, summed with occupations `f`. -/
def density (f : I → ℝ) (B : Matrix G P ℝ) (Q : G → Matrix P P ℝ) (c : I → G → ℝ) : G → ℝ :=
  fun g => ∑ i, f i * (c i g ^ 2 + proj B (c i) ⬝ᵥ Q g *ᵥ proj B (c i))

/-- The total energy: kinetic, bare nonlocal and density-functional parts. -/
def energy (T : Matrix G G ℝ) (D0 : Matrix P P ℝ) (F : (G → ℝ) → ℝ) (f : I → ℝ)
    (B : Matrix G P ℝ) (Q : G → Matrix P P ℝ) (c : I → G → ℝ) : ℝ :=
  ∑ i, f i * (c i ⬝ᵥ T *ᵥ c i + proj B (c i) ⬝ᵥ D0 *ᵥ proj B (c i)) + F (density f B Q c)

/-- The screened nonlocal coefficients `D = D0 + ∑ v_g Q_g`. -/
def screened (D0 : Matrix P P ℝ) (v : G → ℝ) (Q : G → Matrix P P ℝ) : Matrix P P ℝ :=
  D0 + ∑ g, v g • Q g

/-- The Kohn-Sham Hamiltonian `T + diag v + B D Bᵀ`. -/
def hamiltonian (T : Matrix G G ℝ) (D0 : Matrix P P ℝ) (v : G → ℝ) (B : Matrix G P ℝ)
    (Q : G → Matrix P P ℝ) : Matrix G G ℝ :=
  T + diagonal v + B * screened D0 v Q * Bᵀ

/-- The linear form `δn ↦ ∑ v_g δn_g` of a potential `v`. -/
def gradForm (v : G → ℝ) : (G → ℝ) →L[ℝ] ℝ :=
  ∑ g, v g • ContinuousLinearMap.proj (R := ℝ) (φ := fun _ : G => ℝ) g
```

$T$, $D_0$ and $F$ do not depend on $R$, so a local ionic potential that moves with the atom is not included, nor is ion-ion repulsion. The physical force is $-dE/dR$.

## Symmetric matrices

`hT`, `hD` and `hQs` say that the operators are Hermitian, here real symmetric. By hand, symmetry merges the two vector variations:

$$\frac{d}{dR}\langle x,Ax\rangle=\langle x,A'x\rangle+2\langle x',Ax\rangle.$$

Without it, the last term is $\langle x',(A+A^T)x\rangle$. In `hasDerivAt_quad`, symmetry enters at step `k`. The two lemmas before it split sums of matrices and give $\langle x,BMB^Ty\rangle=\langle B^Tx,MB^Ty\rangle$.

```lean
omit [DecidableEq G] in
/-- A matrix element of a sum of matrices is the sum of the matrix elements. -/
theorem dot_sum (M : G → Matrix P P ℝ) (y z : P → ℝ) :
    y ⬝ᵥ (∑ g, M g) *ᵥ z = ∑ g, y ⬝ᵥ M g *ᵥ z := by
  classical
  have h : ∀ s : Finset G, y ⬝ᵥ (∑ g ∈ s, M g) *ᵥ z = ∑ g ∈ s, y ⬝ᵥ M g *ᵥ z := by
    intro s
    induction s using Finset.induction_on with
    | empty => simp
    | insert a s ha ih =>
      rw [Finset.sum_insert ha, Finset.sum_insert ha, add_mulVec, dotProduct_add, ih]
  exact h _

omit [DecidableEq G] in
/-- A nonlocal operator `B M Bᵀ` acts between orbitals through their projections. -/
theorem dot_nonlocal (B : Matrix G P ℝ) (M : Matrix P P ℝ) (x y : G → ℝ) :
    x ⬝ᵥ (B * M * Bᵀ) *ᵥ y = proj B x ⬝ᵥ M *ᵥ proj B y := by
  unfold proj
  rw [← mulVec_mulVec, ← mulVec_mulVec, dotProduct_mulVec x B, ← mulVec_transpose]

/-- Derivative of an expectation value `⟨x, A x⟩` when both the vector and the symmetric
matrix move. -/
theorem hasDerivAt_quad {x : ℝ → P → ℝ} {x' : P → ℝ} {A : ℝ → Matrix P P ℝ}
    {A' : Matrix P P ℝ} {R₀ : ℝ} (hx : ∀ i, HasDerivAt (fun R => x R i) (x' i) R₀)
    (hA : ∀ i j, HasDerivAt (fun R => A R i j) (A' i j) R₀) (hs : (A R₀).IsSymm) :
    HasDerivAt (fun R => x R ⬝ᵥ A R *ᵥ x R)
      (x R₀ ⬝ᵥ A' *ᵥ x R₀ + 2 * (x' ⬝ᵥ A R₀ *ᵥ x R₀)) R₀ := by
  have h : HasDerivAt (fun R => ∑ i, x R i * ∑ j, A R i j * x R j)
      (∑ i, (x' i * ∑ j, A R₀ i j * x R₀ j
        + x R₀ i * ∑ j, (A' i j * x R₀ j + A R₀ i j * x' j))) R₀ :=
    HasDerivAt.fun_sum fun i _ => (hx i).fun_mul
      (HasDerivAt.fun_sum fun j _ => (hA i j).fun_mul (hx j))
  refine h.congr_deriv ?_
  have e : (∑ i, (x' i * ∑ j, A R₀ i j * x R₀ j
        + x R₀ i * ∑ j, (A' i j * x R₀ j + A R₀ i j * x' j)))
      = x' ⬝ᵥ A R₀ *ᵥ x R₀ + (x R₀ ⬝ᵥ A' *ᵥ x R₀ + x R₀ ⬝ᵥ A R₀ *ᵥ x') := by
    simp only [dotProduct, mulVec, Finset.sum_add_distrib, mul_add]
  -- symmetry makes the two vector variations equal
  have k : x R₀ ⬝ᵥ A R₀ *ᵥ x' = x' ⬝ᵥ A R₀ *ᵥ x R₀ := by
    rw [dotProduct_mulVec (x R₀), ← mulVec_transpose, hs.eq]
    exact dotProduct_comm _ _
  rw [e, k]; ring
```

## Smooth projectors, charges and orbitals

`hB`, `hQ` and `hc` give entrywise derivatives $B'$, $Q_g'$ and $c_i'$ at $R_0$. The product rule yields

$$b_i'=B'^Tc_i+B^Tc_i',$$

which is `hasDerivAt_proj`. Smoothness of the orbitals is assumed, not derived from the eigenproblem; if the chosen orbitals jump at a degeneracy, there is no $c_i'$ to eliminate.

```lean
variable {T : Matrix G G ℝ} {D0 : Matrix P P ℝ} {F : (G → ℝ) → ℝ} {f : I → ℝ} {v : G → ℝ}
  {B : ℝ → Matrix G P ℝ} {B' : Matrix G P ℝ} {Q : ℝ → G → Matrix P P ℝ}
  {Q' : G → Matrix P P ℝ} {R₀ : ℝ}

omit [DecidableEq G] [Fintype P] in
/-- The projections change because the projectors move and because the orbital responds. -/
theorem hasDerivAt_proj {c : ℝ → G → ℝ} {c' : G → ℝ}
    (hB : ∀ g p, HasDerivAt (fun R => B R g p) (B' g p) R₀)
    (hc : ∀ g, HasDerivAt (fun R => c R g) (c' g) R₀) (p : P) :
    HasDerivAt (fun R => proj (B R) (c R) p) ((proj B' (c R₀) + proj (B R₀) c') p) R₀ := by
  have h : HasDerivAt (fun R => ∑ g, B R g p * c R g)
      (∑ g, (B' g p * c R₀ g + B R₀ g p * c' g)) R₀ :=
    HasDerivAt.fun_sum fun g _ => (hB g p).fun_mul (hc g)
  refine h.congr_deriv ?_
  simp [proj, mulVec, dotProduct, Finset.sum_add_distrib]
```

## Normalisation in the moving overlap

`hnorm` keeps the charge of each orbital, augmentation included, equal to one at every $R$. Orthogonality between orbitals is not needed. Differentiating $\langle c_i,c_i\rangle+\langle b_i,Qb_i\rangle=1$, and using $\langle B^Tc_i',Qb_i\rangle=\langle c_i',BQB^Tc_i\rangle$, gives

$$2\langle c_i',Sc_i\rangle+\sum_g\langle b_i,Q_g'b_i\rangle+2\langle B'^Tc_i,Qb_i\rangle=0.$$

The proof differentiates the same expression and compares it with the derivative of a constant, by uniqueness. If the norm drifted, the final energy derivative would gain $\sum_i f_ie_i\,\frac{d}{dR}\langle c_i,Sc_i\rangle$, with $e_i$ the eigenvalue introduced below.

```lean
/-- Differentiated normalisation: the orbital response along `S c` is fixed by the motion of
the projectors and of the augmentation charges. -/
theorem response_of_normalised {c : ℝ → G → ℝ} {c' : G → ℝ} (hQs : ∀ g, (Q R₀ g).IsSymm)
    (hB : ∀ g p, HasDerivAt (fun R => B R g p) (B' g p) R₀)
    (hQ : ∀ g p q, HasDerivAt (fun R => Q R g p q) (Q' g p q) R₀)
    (hc : ∀ g, HasDerivAt (fun R => c R g) (c' g) R₀)
    (hnorm : ∀ R, c R ⬝ᵥ overlap (B R) (Q R) *ᵥ c R = 1) :
    2 * (c' ⬝ᵥ overlap (B R₀) (Q R₀) *ᵥ c R₀)
      + ∑ g, proj (B R₀) (c R₀) ⬝ᵥ Q' g *ᵥ proj (B R₀) (c R₀)
      + 2 * (proj B' (c R₀) ⬝ᵥ (∑ g, Q R₀ g) *ᵥ proj (B R₀) (c R₀)) = 0 := by
  have hS : (∑ g, Q R₀ g).IsSymm := by
    rw [Matrix.IsSymm, Matrix.transpose_sum]
    exact Finset.sum_congr rfl fun g _ => hQs g
  have h1 := hasDerivAt_quad (A := fun _ => (1 : Matrix G G ℝ)) (A' := 0) hc
    (fun i j => hasDerivAt_const R₀ ((1 : Matrix G G ℝ) i j)) Matrix.isSymm_one
  have h2 := hasDerivAt_quad (x := fun R => proj (B R) (c R)) (A := fun R => ∑ g, Q R g)
    (A' := ∑ g, Q' g) (hasDerivAt_proj hB hc)
    (fun p q => by
      simp only [Matrix.sum_apply]
      exact HasDerivAt.fun_sum fun g _ => hQ g p q) hS
  have h3 : HasDerivAt (fun R => c R ⬝ᵥ (1 : Matrix G G ℝ) *ᵥ c R
      + proj (B R) (c R) ⬝ᵥ (∑ g, Q R g) *ᵥ proj (B R) (c R)) _ R₀ := h1.fun_add h2
  have hfun : (fun R => c R ⬝ᵥ (1 : Matrix G G ℝ) *ᵥ c R
      + proj (B R) (c R) ⬝ᵥ (∑ g, Q R g) *ᵥ proj (B R) (c R)) = fun _ => (1 : ℝ) := by
    funext R
    have h := hnorm R
    rw [overlap, add_mulVec, dotProduct_add, dot_nonlocal] at h
    exact h
  rw [hfun] at h3
  have h4 := h3.unique (hasDerivAt_const R₀ (1 : ℝ))
  rw [zero_mulVec, dotProduct_zero, add_dotProduct, dot_sum Q'] at h4
  rw [overlap, add_mulVec, dotProduct_add, dot_nonlocal]
  linear_combination h4
```

## A potential taken from the actual density

`hF` says that $v$ is the gradient of $F$ at the density of these orbitals. Together with the eigenproblem below, this is self-consistency. By the chain rule,

$$n_g'=\sum_i f_i\big(2c_{i,g}c_{i,g}'+\langle b_i,Q_g'b_i\rangle+2\langle b_i',Q_gb_i\rangle\big),$$
$$E'=\sum_i f_i\big(2\langle c_i',Tc_i\rangle+2\langle b_i',D_0b_i\rangle\big)+\sum_g v_gn_g'.$$

Inserting $n_g'$ and $b_i'$ and collecting $D$ and $H$,

$$E'=\sum_i f_i\Big[2\langle c_i',Hc_i\rangle+\sum_g v_g\langle b_i,Q_g'b_i\rangle+2\langle B'^Tc_i,Db_i\rangle\Big].$$

In the proof, `hn` and `he` differentiate the density and the explicit terms, `comp_hasDerivAt` is the chain rule, and `swap` and `hscr` do the collecting. With a potential $v$ other than this gradient, the term $\sum_g(\partial F/\partial n_g-v_g)n_g'$ would be added, and through $n_g'$ it generally contains the orbital response.

```lean
/-- Energy derivative along any smooth path of orbitals, with the orbital response entering
through the Hamiltonian. -/
theorem hasDerivAt_energy {c : ℝ → I → G → ℝ} {c' : I → G → ℝ}
    (hT : T.IsSymm) (hD : D0.IsSymm) (hQs : ∀ g, (Q R₀ g).IsSymm)
    (hB : ∀ g p, HasDerivAt (fun R => B R g p) (B' g p) R₀)
    (hQ : ∀ g p q, HasDerivAt (fun R => Q R g p q) (Q' g p q) R₀)
    (hc : ∀ i g, HasDerivAt (fun R => c R i g) (c' i g) R₀)
    (hF : HasFDerivAt F (gradForm v) (density f (B R₀) (Q R₀) (c R₀))) :
    HasDerivAt (fun R => energy T D0 F f (B R) (Q R) (c R))
      (∑ i, f i * (2 * (c' i ⬝ᵥ hamiltonian T D0 v (B R₀) (Q R₀) *ᵥ c R₀ i)
        + ∑ g, v g * (proj (B R₀) (c R₀ i) ⬝ᵥ Q' g *ᵥ proj (B R₀) (c R₀ i))
        + 2 * (proj B' (c R₀ i) ⬝ᵥ screened D0 v (Q R₀) *ᵥ proj (B R₀) (c R₀ i)))) R₀ := by
  have hb := fun i => hasDerivAt_proj hB (hc i)
  have hn : HasDerivAt (fun R => density f (B R) (Q R) (c R))
      (fun g => ∑ i, f i * (2 * c R₀ i g * c' i g
        + (proj (B R₀) (c R₀ i) ⬝ᵥ Q' g *ᵥ proj (B R₀) (c R₀ i)
        + 2 * ((proj B' (c R₀ i) + proj (B R₀) (c' i)) ⬝ᵥ
            Q R₀ g *ᵥ proj (B R₀) (c R₀ i))))) R₀ := by
    refine hasDerivAt_pi.2 fun g => ?_
    change HasDerivAt (fun R => ∑ i, f i * (c R i g ^ 2
      + proj (B R) (c R i) ⬝ᵥ Q R g *ᵥ proj (B R) (c R i))) _ R₀
    refine HasDerivAt.fun_sum fun i _ => HasDerivAt.const_mul (f i) (HasDerivAt.fun_add ?_
      (hasDerivAt_quad (x := fun R => proj (B R) (c R i)) (A := fun R => Q R g)
        (hb i) (hQ g) (hQs g)))
    exact ((hc i g).fun_pow 2).congr_deriv (by simp)
  have he : HasDerivAt (fun R => ∑ i, f i * (c R i ⬝ᵥ T *ᵥ c R i
      + proj (B R) (c R i) ⬝ᵥ D0 *ᵥ proj (B R) (c R i)))
      (∑ i, f i * ((c R₀ i ⬝ᵥ (0 : Matrix G G ℝ) *ᵥ c R₀ i + 2 * (c' i ⬝ᵥ T *ᵥ c R₀ i))
        + (proj (B R₀) (c R₀ i) ⬝ᵥ (0 : Matrix P P ℝ) *ᵥ proj (B R₀) (c R₀ i)
        + 2 * ((proj B' (c R₀ i) + proj (B R₀) (c' i)) ⬝ᵥ
            D0 *ᵥ proj (B R₀) (c R₀ i))))) R₀ :=
    HasDerivAt.fun_sum fun i _ => HasDerivAt.const_mul (f i) (HasDerivAt.fun_add
      (hasDerivAt_quad (x := fun R => c R i) (A := fun _ => T) (A' := 0) (hc i)
        (fun a b => hasDerivAt_const R₀ (T a b)) hT)
      (hasDerivAt_quad (x := fun R => proj (B R) (c R i)) (A := fun _ => D0) (A' := 0) (hb i)
        (fun a b => hasDerivAt_const R₀ (D0 a b)) hD))
  -- chain rule through the density functional
  refine (he.fun_add (hF.comp_hasDerivAt R₀ hn)).congr_deriv ?_
  have hg : ∀ w : G → ℝ, gradForm v w = ∑ g, v g * w g := fun w => by simp [gradForm]
  have swap : ∀ X : I → G → ℝ,
      ∑ g, v g * ∑ i, f i * X i g = ∑ i, f i * ∑ g, v g * X i g := fun X => by
    simp only [Finset.mul_sum]
    rw [Finset.sum_comm]
    exact Finset.sum_congr rfl fun i _ => Finset.sum_congr rfl fun g _ => by ring
  have hscr : ∀ y z : P → ℝ, y ⬝ᵥ screened D0 v (Q R₀) *ᵥ z
      = y ⬝ᵥ D0 *ᵥ z + ∑ g, v g * (y ⬝ᵥ Q R₀ g *ᵥ z) := fun y z => by
    rw [screened, add_mulVec, dotProduct_add, dot_sum]
    simp only [smul_mulVec, dotProduct_smul, smul_eq_mul]
  have hdiag : ∀ x y : G → ℝ, x ⬝ᵥ diagonal v *ᵥ y = ∑ g, v g * (x g * y g) := fun x y => by
    simp only [dotProduct, mulVec_diagonal]
    exact Finset.sum_congr rfl fun g _ => by ring
  rw [hg, swap, ← Finset.sum_add_distrib]
  refine Finset.sum_congr rfl fun i _ => ?_
  rw [← mul_add, hamiltonian, add_mulVec, add_mulVec, dotProduct_add, dotProduct_add,
    dot_nonlocal, hscr, hscr, hdiag]
  simp only [zero_mulVec, dotProduct_zero, add_dotProduct, mul_add, Finset.sum_add_distrib,
    Finset.mul_sum]
  have r1 : ∑ g, f i * (v g * (2 * c R₀ i g * c' i g))
      = ∑ g, f i * (2 * (v g * (c' i g * c R₀ i g))) :=
    Finset.sum_congr rfl fun g _ => by ring
  have r2 : ∀ y : P → ℝ, ∑ g, f i * (v g * (2 * (y ⬝ᵥ Q R₀ g *ᵥ proj (B R₀) (c R₀ i))))
      = ∑ g, f i * (2 * (v g * (y ⬝ᵥ Q R₀ g *ᵥ proj (B R₀) (c R₀ i)))) := fun y =>
    Finset.sum_congr rfl fun g _ => by ring
  rw [r1, r2, r2]
  ring
```

## The generalised eigenproblem at one geometry

`heig` requires $Hc_i=e_iSc_i$ at $R_0$ only. Hence $2\langle c_i',Hc_i\rangle=2e_i\langle c_i',Sc_i\rangle$, and the normalisation identity replaces the right side:

$$E'=\sum_i f_i\Big[\sum_g(v_g-e_i)\langle b_i,Q_g'b_i\rangle+2\langle B'^Tc_i,(D-e_iQ)b_i\rangle\Big].$$

`ultrasoft_force` states that the energy along the orbital path has this derivative at $R_0$. Its last line adds $e_i$ times the normalisation identity. For unconverged orbitals, $2\sum_i f_i\langle c_i',(H-e_iS)c_i\rangle$ would survive.

```lean
/-- Ultrasoft force formula: for normalised, self-consistent solutions of the eigenproblem the
energy derivative needs no orbital response, even if the total augmentation charge varies. -/
theorem ultrasoft_force {c : ℝ → I → G → ℝ} {c' : I → G → ℝ} {e : I → ℝ}
    (hT : T.IsSymm) (hD : D0.IsSymm) (hQs : ∀ g, (Q R₀ g).IsSymm)
    (hB : ∀ g p, HasDerivAt (fun R => B R g p) (B' g p) R₀)
    (hQ : ∀ g p q, HasDerivAt (fun R => Q R g p q) (Q' g p q) R₀)
    (hc : ∀ i g, HasDerivAt (fun R => c R i g) (c' i g) R₀)
    (hF : HasFDerivAt F (gradForm v) (density f (B R₀) (Q R₀) (c R₀)))
    (hnorm : ∀ i R, c R i ⬝ᵥ overlap (B R) (Q R) *ᵥ c R i = 1)
    (heig : ∀ i, hamiltonian T D0 v (B R₀) (Q R₀) *ᵥ c R₀ i
      = e i • (overlap (B R₀) (Q R₀) *ᵥ c R₀ i)) :
    HasDerivAt (fun R => energy T D0 F f (B R) (Q R) (c R))
      (∑ i, f i * (∑ g, (v g - e i) * (proj (B R₀) (c R₀ i) ⬝ᵥ Q' g *ᵥ proj (B R₀) (c R₀ i))
        + 2 * (proj B' (c R₀ i) ⬝ᵥ (screened D0 v (Q R₀) - e i • ∑ g, Q R₀ g) *ᵥ
            proj (B R₀) (c R₀ i)))) R₀ := by
  refine (hasDerivAt_energy hT hD hQs hB hQ hc hF).congr_deriv ?_
  refine Finset.sum_congr rfl fun i _ => ?_
  congr 1
  -- the normalisation removes the response `c'`
  have k := response_of_normalised hQs hB hQ (hc i) (hnorm i)
  rw [heig i, dotProduct_smul, sub_mulVec, dotProduct_sub, smul_mulVec, dotProduct_smul]
  simp only [smul_eq_mul, sub_mul, Finset.sum_sub_distrib, ← Finset.mul_sum]
  linear_combination e i * k
```

If all $Q_g$ vanish, then $S=1$ and only $2\sum_i f_i\langle B'^Tc_i,D_0b_i\rangle$ is left. If $T$ also varied smoothly and symmetrically with $R$, the same argument would add $\sum_i f_i\langle c_i,T'c_i\rangle$.

## Constant total augmentation charge

`hq` says that moving the atom redistributes its augmentation charge over the grid without changing the sum $Q=q$. Then $\sum_gQ_g'=0$, which is `h0` in the proof, and $v_g-e_i$ reduces to $v_g$. If sampling on the grid makes the sum vary, and the overlap is built from that same sum as it is here, the previous formula applies.

```lean
/-- The force formula when the total augmentation charge `∑ Q_g = q` does not depend on the
nuclear coordinate. -/
theorem ultrasoft_force_of_constant_charge {c : ℝ → I → G → ℝ} {c' : I → G → ℝ} {e : I → ℝ}
    {q : Matrix P P ℝ} (hT : T.IsSymm) (hD : D0.IsSymm) (hQs : ∀ g, (Q R₀ g).IsSymm)
    (hB : ∀ g p, HasDerivAt (fun R => B R g p) (B' g p) R₀)
    (hQ : ∀ g p r, HasDerivAt (fun R => Q R g p r) (Q' g p r) R₀)
    (hc : ∀ i g, HasDerivAt (fun R => c R i g) (c' i g) R₀)
    (hF : HasFDerivAt F (gradForm v) (density f (B R₀) (Q R₀) (c R₀)))
    (hnorm : ∀ i R, c R i ⬝ᵥ overlap (B R) (Q R) *ᵥ c R i = 1)
    (heig : ∀ i, hamiltonian T D0 v (B R₀) (Q R₀) *ᵥ c R₀ i
      = e i • (overlap (B R₀) (Q R₀) *ᵥ c R₀ i))
    (hq : ∀ R, ∑ g, Q R g = q) :
    HasDerivAt (fun R => energy T D0 F f (B R) (Q R) (c R))
      (∑ i, f i * (∑ g, v g * (proj (B R₀) (c R₀ i) ⬝ᵥ Q' g *ᵥ proj (B R₀) (c R₀ i))
        + 2 * (proj B' (c R₀ i) ⬝ᵥ (screened D0 v (Q R₀) - e i • q) *ᵥ
            proj (B R₀) (c R₀ i)))) R₀ := by
  have h0 : ∑ g, Q' g = 0 := by
    ext p r
    have h : HasDerivAt (fun R => (∑ g, Q R g) p r) ((∑ g, Q' g) p r) R₀ := by
      simp only [Matrix.sum_apply]
      exact HasDerivAt.fun_sum fun g _ => hQ g p r
    simp only [hq] at h
    exact h.unique (hasDerivAt_const R₀ (q p r))
  refine (ultrasoft_force hT hD hQs hB hQ hc hF hnorm heig).congr_deriv ?_
  refine Finset.sum_congr rfl fun i _ => ?_
  have h1 := dot_sum Q' (proj (B R₀) (c R₀ i)) (proj (B R₀) (c R₀ i))
  rw [h0, zero_mulVec, dotProduct_zero] at h1
  simp only [sub_mul, Finset.sum_sub_distrib, ← Finset.mul_sum]
  rw [← h1, hq, mul_zero, sub_zero]
```

## Two grid points that satisfy the conditions

Take $T=D_0=0$, $F(n)=n_0$ and one orbital with $f=1$. This is an algebraic check, not a model of a real atom: for $R>1$ the density at the second point is negative, and for $0\le R\le1$ an empty orbital on that point lies below the occupied one. The projector, charges and orbital are these:

```lean
/-- A projector on the first of two grid points, with amplitude `sinh R`. -/
def modelB (R : ℝ) : Matrix (Fin 2) (Fin 1) ℝ := !![Real.sinh R; 0]

/-- Augmentation charge that moves between two grid points. -/
def modelQ (R : ℝ) : Fin 2 → Matrix (Fin 1) (Fin 1) ℝ := ![!![R], !![1 - R]]

/-- An orbital on the first of two grid points. -/
def modelC (R : ℝ) : Fin 2 → ℝ := ![(Real.cosh R)⁻¹, 0]
```

The theorem below verifies constant charge, normalisation, the potential and the eigenproblem at every $R$, by computing $Sc$ and $Hc$ explicitly. Here $b=\tanh R$ and $E=\operatorname{sech}^2R+R\tanh^2R$. Direct differentiation and the force formula both give $\tanh^2R+2(R-1)\tanh R\,\operatorname{sech}^2R$.

```lean
/-- The two-point model with `T = 0`, `D0 = 0` and `F(n) = n_0` has constant total charge, a
normalised orbital, the stated potential and a solved eigenproblem at every `R`. -/
theorem ultrasoft_force_witness (R : ℝ) :
    ∑ g, modelQ R g = 1 ∧
    modelC R ⬝ᵥ overlap (modelB R) (modelQ R) *ᵥ modelC R = 1 ∧
    (∀ n, HasFDerivAt (fun n : Fin 2 → ℝ => n 0) (gradForm ![1, 0]) n) ∧
    hamiltonian 0 0 ![1, 0] (modelB R) (modelQ R) *ᵥ modelC R
      = ((1 + R * Real.sinh R ^ 2) / (1 + Real.sinh R ^ 2)) •
        (overlap (modelB R) (modelQ R) *ᵥ modelC R) := by
  have hq : ∑ g, modelQ R g = 1 := by
    ext i j
    fin_cases i; fin_cases j
    simp [modelQ, Fin.sum_univ_two]
  have hch : Real.cosh R ≠ 0 := (Real.cosh_pos R).ne'
  have hs : 1 + Real.sinh R ^ 2 ≠ 0 := by positivity
  have h1 : (1 : Matrix (Fin 1) (Fin 1) ℝ) = !![1] := by
    ext i j
    fin_cases i; fin_cases j
    simp
  -- the nonlocal operator acts on the first grid point only
  have hBB : ∀ m : ℝ, modelB R * !![m] * (modelB R)ᵀ
      = !![Real.sinh R * m * Real.sinh R, 0; 0, 0] := by
    intro m
    ext i j
    simp only [Matrix.mul_apply, transpose_apply, Finset.univ_unique, Finset.sum_singleton]
    fin_cases i <;> fin_cases j <;> simp [modelB]
  have hS : overlap (modelB R) (modelQ R) *ᵥ modelC R
      = ![(1 + Real.sinh R ^ 2) * (Real.cosh R)⁻¹, 0] := by
    rw [overlap, hq, h1, hBB]
    ext j
    fin_cases j <;>
      simp [modelC, mulVec, dotProduct, Matrix.one_apply, Fin.sum_univ_two, pow_two]
  have hH : hamiltonian 0 0 ![1, 0] (modelB R) (modelQ R) *ᵥ modelC R
      = ![(1 + R * Real.sinh R ^ 2) * (Real.cosh R)⁻¹, 0] := by
    have hD : screened 0 ![1, 0] (modelQ R) = !![R] := by
      ext i j
      fin_cases i; fin_cases j
      simp [screened, modelQ, Fin.sum_univ_two]
    have hr : Real.sinh R * R * Real.sinh R = R * Real.sinh R ^ 2 := by ring
    rw [hamiltonian, hD, hBB, hr]
    ext j
    fin_cases j <;>
      simp [modelC, mulVec, dotProduct, Matrix.diagonal_apply, Fin.sum_univ_two]
  refine ⟨hq, ?_, fun n => ?_, ?_⟩
  · rw [hS, add_comm, ← Real.cosh_sq]
    simp only [modelC, dotProduct, Fin.sum_univ_two, cons_val_zero, cons_val_one, mul_zero,
      add_zero]
    field_simp
  · have h : (fun n : Fin 2 → ℝ => n 0) = gradForm ![1, 0] := by
      funext n
      simp [gradForm, Fin.sum_univ_two]
    rw [h]
    exact (gradForm ![1, 0]).hasFDerivAt
  · rw [hH, hS]
    ext j
    fin_cases j
    · simp only [Fin.zero_eta, Pi.smul_apply, cons_val_zero, smul_eq_mul]
      field_simp
    · simp

end

end UltrasoftForce
```

```lean
#print axioms UltrasoftForce.ultrasoft_force
#print axioms UltrasoftForce.ultrasoft_force_of_constant_charge
```

```
'UltrasoftForce.ultrasoft_force' depends on axioms: [propext, Classical.choice, Quot.sound]
'UltrasoftForce.ultrasoft_force_of_constant_charge' depends on axioms: [propext, Classical.choice, Quot.sound]
```
